# Branching-diagram singlet count of $2n$ spins one half: successive ratio $(4n+2)/(n+2)\to 4$, fraction of the spin space decreasing to zero

*Coupling $2n$ spins one half one at a time along the branching diagram gives $C_n$ singlets, the $n$-th Catalan number. I have seen the claim that $C_{n+1}/C_n = (4n+2)/(n+2)$, which tends to 4, the factor by which the full spin space grows per added pair, and that the singlet fraction $C_n/4^n$ nevertheless decreases strictly and tends to zero. I believe both, but a ratio tending to 4 seems to leave room for a nonzero limiting fraction. Can this be made rigorous, starting from the coupling rule, and machine-checked?*

Both claims hold, with the singlet count defined as the number of branching-diagram paths that end at $S = 0$. The doubt is justified: a ratio that tends to 4 does not by itself fix the limit of the fraction. The exact ratio formula does: it gives the decrease at once, and a bound on the fraction derived from it gives the limit zero.

## From the branching rule to the Catalan numbers

Let $b(N,k)$ be the number of ways to couple $N$ spins one half, one after another, to total spin $S = k/2$. Adding a spin one half to spin $S$ gives $S \pm \tfrac12$, and only $S = \tfrac12$ when $S = 0$. Hence $b(0,0) = 1$, $b(0,k+1) = 0$ and

$$b(N+1,0) = b(N,1), \qquad b(N+1,k+1) = b(N,k) + b(N,k+2).$$

A configuration with $u$ spins up has spin projection $M = u - N/2$, and there are $\binom{N}{u}$ of them. The ballot formula says that for $2u = N + k$, that is $M = S$,

$$b(N,k) = \binom{N}{u} - \binom{N}{u+1}.$$

The proof is an induction on $N$. For $N = 0$, either $k = u = 0$ and $1 = 1 - 0$, or $k, u \ge 1$ and every term vanishes. For $N + 1$ spins $u \ge 1$, so write $u = v + 1$. Pascal's rule, applied to both binomials, gives the target

$$\binom{N+1}{v+1} - \binom{N+1}{v+2} = \binom{N}{v} - \binom{N}{v+2}.$$

For final label $k + 1$ the condition reads $2v = N + k$, so $b(N,k) = \binom{N}{v} - \binom{N}{v+1}$ and $b(N,k+2) = \binom{N}{v+1} - \binom{N}{v+2}$, and their sum telescopes to the target. For final label $0$ we have $N = 2v + 1$ and $b(N,1) = \binom{N}{v+1} - \binom{N}{v+2}$, which equals the target because $\binom{2v+1}{v+1} = \binom{2v+1}{v}$, the spin-flip symmetry between $M = +\tfrac12$ and $M = -\tfrac12$.

Define the singlet count $c_n = b(2n,0) = \binom{2n}{n} - \binom{2n}{n+1}$. Since $(n+1)\binom{2n}{n+1} = n\binom{2n}{n}$,

$$(n+1)\,c_n = \binom{2n}{n},$$

so $c_n = C_n > 0$, with values $1, 1, 2, 5, 14$ for $n = 0, \dots, 4$.

## Growth of the count and decay of the fraction

The central binomial coefficients obey $(n+1)\binom{2n+2}{n+1} = 2(2n+1)\binom{2n}{n}$. Inserting $\binom{2n+2}{n+1} = (n+2)c_{n+1}$ and $\binom{2n}{n} = (n+1)c_n$ and cancelling $n+1$ gives

$$(n+2)\,c_{n+1} = (4n+2)\,c_n, \qquad \frac{c_{n+1}}{c_n} = \frac{4n+2}{n+2} = 4 - \frac{6}{n+2} \to 4 .$$

The spin space of $2n$ spins has dimension $2^{2n} = 4^n$. The fraction $f_n = c_n/4^n$ therefore satisfies

$$f_{n+1} = f_n\,\frac{4n+2}{4(n+2)} = f_n\,\frac{2n+1}{2n+4},$$

and since $f_n > 0$ and the factor is below 1, the sequence $1, \tfrac14, \tfrac18, \tfrac5{64}, \tfrac7{128}, \dots$ decreases strictly. The factor itself tends to 1, so being below 1 does not settle the limit.

Put $a_n = (n+1)f_n$. Then $a_{n+1} = (n+2)f_{n+1} = f_n(2n+1)/2$, and expanding the cubics gives

$$a_{n+1}^2(4n+5) - a_n^2(4n+1) = \tfrac14 f_n^2\left[(2n+1)^2(4n+5) - 4(n+1)^2(4n+1)\right] = \tfrac14 f_n^2,$$

$$a_{n+1}^2(3n+4) - a_n^2(3n+1) = \tfrac14 f_n^2\left[(2n+1)^2(3n+4) - 4(n+1)^2(3n+1)\right] = -\tfrac{n}{4} f_n^2 .$$

Both $a_n^2(4n+1)$ and $a_n^2(3n+1)$ equal 1 at $n = 0$. The first never decreases and the second never increases, so

$$1 \le a_n^2(4n+1), \qquad a_n^2(3n+1) \le 1 .$$

Taking square roots places $f_n$ between $1/\big((n+1)\sqrt{4n+1}\big)$ and $1/\big((n+1)\sqrt{3n+1}\big)$, both of order $n^{-3/2}$. For the limit the weaker consequence $a_n \le 1$ suffices: $0 < f_n \le 1/(n+1) \to 0$.

In electronic structure, $c_n$ is the number of linearly independent singlet spin functions for one fixed spatial occupation with $2n$ singly occupied orbitals. Restricting to singlets shrinks the full spin space of dimension $4^n$ by a factor of order $n^{3/2}$ and leaves the exponential growth rate unchanged. Compared with the $\binom{2n}{n}$ configurations with $M = 0$ alone, the factor is $n + 1$.

## The Lean 4 file

```lean
import Mathlib

open Filter Topology

namespace SingletCounting

noncomputable section

/-- Branching diagram: the number of ways to couple `N` spins one half, one at a time, to total
spin `S = k/2`, each added spin changing `S` by `±1/2` with `S` staying non-negative. -/
def branch : ℕ → ℕ → ℕ
  | 0, 0 => 1
  | 0, _ + 1 => 0
  | N + 1, 0 => branch N 1
  | N + 1, k + 1 => branch N k + branch N (k + 2)

/-- The number of configurations of `N` spins one half with exactly `u` spins up. -/
def sectorDim (N u : ℕ) : ℕ := (Finset.powersetCard u (Finset.univ : Finset (Fin N))).card

/-- The singlet count of `2n` spins one half: branching paths that end at `S = 0`. -/
def singlets (n : ℕ) : ℕ := branch (2 * n) 0

/-- The dimension of the full spin space of `N` spins one half: complex amplitudes on the
up/down configurations. -/
def spaceDim (N : ℕ) : ℕ := Module.finrank ℂ ((Fin N → Fin 2) → ℂ)

/-- The singlet fraction: singlet count over the dimension of the spin space of `2n` spins. -/
def fraction (n : ℕ) : ℝ := (singlets n : ℝ) / (spaceDim (2 * n) : ℝ)

/-- Ballot formula: for `S = k/2` and `u = N/2 + S`, the branching count plus the number of
configurations with `u + 1` spins up equals the number with `u` spins up. -/
theorem branch_ballot (N k u : ℕ) (h : 2 * u = N + k) :
    branch N k + sectorDim N (u + 1) = sectorDim N u := by
  have key : ∀ N k u : ℕ, 2 * u = N + k → branch N k + N.choose (u + 1) = N.choose u := by
    intro N
    induction N with
    | zero =>
      intro k u h
      cases k with
      | zero =>
        have hu : u = 0 := by omega
        subst hu
        simp [branch]
      | succ k =>
        obtain ⟨v, rfl⟩ : ∃ v, u = v + 1 := ⟨u - 1, by omega⟩
        simp [branch]
    | succ N ih =>
      intro k u h
      obtain ⟨v, rfl⟩ : ∃ v, u = v + 1 := ⟨u - 1, by omega⟩
      -- Pascal's rule: the last spin is up or down
      have p1 : (N + 1).choose (v + 1) = N.choose v + N.choose (v + 1) :=
        Nat.choose_succ_succ' N v
      have p2 : (N + 1).choose (v + 1 + 1) = N.choose (v + 1) + N.choose (v + 1 + 1) :=
        Nat.choose_succ_succ' N (v + 1)
      cases k with
      | zero =>
        have e : branch (N + 1) 0 = branch N 1 := by simp [branch]
        have i1 := ih 1 (v + 1) (by omega)
        -- spin-flip symmetry of the sectors `M = ±1/2`
        have s : N.choose (v + 1) = N.choose v := by
          have hN : N = 2 * v + 1 := by omega
          rw [hN]
          exact Nat.choose_symm_half v
        omega
      | succ k =>
        have e : branch (N + 1) (k + 1) = branch N k + branch N (k + 2) := by simp [branch]
        have i1 := ih k v (by omega)
        have i2 := ih (k + 2) (v + 1) (by omega)
        omega
  simpa [sectorDim, Finset.card_powersetCard] using key N k u h

/-- The singlet count of `2n` spins one half is the Catalan number. -/
theorem singlets_eq_catalan (n : ℕ) : singlets n = catalan n := by
  have h1 : singlets n + (2 * n).choose (n + 1) = (2 * n).choose n := by
    simpa [singlets, sectorDim, Finset.card_powersetCard] using
      branch_ballot (2 * n) 0 n (by omega)
  have h2 := Nat.choose_succ_right_eq (2 * n) n
  rw [show 2 * n - n = n by omega] at h2
  apply Nat.eq_of_mul_eq_mul_left (show 0 < n + 1 by omega)
  rw [succ_mul_catalan_eq_centralBinom, Nat.centralBinom_eq_two_mul_choose]
  zify at h1 h2 ⊢
  linear_combination ((n : ℤ) + 1) * h1 - h2

/-- Every even number of spins one half has a positive singlet count. -/
theorem singlets_pos (n : ℕ) : 0 < singlets n := by
  rw [singlets_eq_catalan]
  refine Nat.pos_of_ne_zero fun h => ?_
  have h1 := succ_mul_catalan_eq_centralBinom n
  rw [h, mul_zero] at h1
  exact (Nat.centralBinom_pos n).ne h1

/-- Adding a pair of spins: `(n + 2)` times the new singlet count is `(4n + 2)` times the old. -/
theorem singlets_recurrence (n : ℕ) :
    (n + 2) * singlets (n + 1) = (4 * n + 2) * singlets n := by
  rw [singlets_eq_catalan, singlets_eq_catalan]
  have h1 := succ_mul_catalan_eq_centralBinom n
  have h2 := succ_mul_catalan_eq_centralBinom (n + 1)
  have h3 := Nat.succ_mul_centralBinom_succ n
  apply Nat.eq_of_mul_eq_mul_left (show 0 < n + 1 by omega)
  zify at h1 h2 h3 ⊢
  linear_combination ((n : ℤ) + 1) * h2 + h3 - 2 * (2 * (n : ℤ) + 1) * h1

/-- The singlet fraction of `2n` spins is `Catalan(n) / 4^n`. -/
theorem fraction_eq (n : ℕ) : fraction n = (catalan n : ℝ) / 4 ^ n := by
  have hd : spaceDim (2 * n) = 4 ^ n := by
    have h : spaceDim (2 * n) = 2 ^ (2 * n) := by
      simp [spaceDim, Module.finrank_fintype_fun_eq_card]
    rw [h, pow_mul]
    norm_num
  rw [fraction, hd, singlets_eq_catalan]
  push_cast
  rfl

/-- Adding a pair of spins multiplies the singlet fraction by `(2n + 1)/(2n + 4)`. -/
theorem fraction_succ (n : ℕ) :
    fraction (n + 1) = fraction n * ((2 * n + 1) / (2 * n + 4)) := by
  have h : ((n : ℝ) + 2) * singlets (n + 1) = (4 * n + 2) * singlets n := by
    exact_mod_cast singlets_recurrence n
  rw [fraction_eq (n + 1), fraction_eq n, ← singlets_eq_catalan (n + 1),
    ← singlets_eq_catalan n, pow_succ, div_mul_div_comm,
    div_eq_div_iff (by positivity) (by positivity)]
  linear_combination 2 * (4 : ℝ) ^ n * h

/-- Two-sided bound on the singlet fraction `f`: the square of `(n + 1) f` times `4n + 1` is at
least one, and times `3n + 1` at most one. -/
theorem fraction_bounds (n : ℕ) :
    1 ≤ (((n : ℝ) + 1) * fraction n) ^ 2 * (4 * n + 1) ∧
      (((n : ℝ) + 1) * fraction n) ^ 2 * (3 * n + 1) ≤ 1 := by
  induction n with
  | zero => simp [fraction_eq]
  | succ n ih =>
    have hx : (0 : ℝ) ≤ n := Nat.cast_nonneg n
    have hq : ((n : ℝ) + 2) * ((2 * n + 1) / (2 * n + 4)) = (2 * n + 1) / 2 := by
      rw [mul_div_assoc', div_eq_div_iff (by positivity) (by positivity)]
      ring
    have e : ((n : ℝ) + 1 + 1) * fraction (n + 1) = fraction n * (2 * n + 1) / 2 := by
      rw [fraction_succ]
      linear_combination fraction n * hq
    push_cast
    rw [e]
    -- the first quantity grows by `f²/4`, the second drops by `n f²/4`
    constructor
    · nlinarith [ih.1, sq_nonneg (fraction n)]
    · nlinarith [ih.2, mul_nonneg (sq_nonneg (fraction n)) hx]

/-- The ratio of successive singlet counts is `(4n + 2)/(n + 2)` and tends to `4`, while the
singlet fraction of the full spin space is strictly decreasing and tends to zero. -/
theorem singlet_growth_and_dilution :
    (∀ n : ℕ, (singlets (n + 1) : ℝ) / singlets n = (4 * n + 2) / (n + 2)) ∧
      Tendsto (fun n : ℕ => (singlets (n + 1) : ℝ) / singlets n) atTop (𝓝 4) ∧
      StrictAnti fraction ∧ Tendsto fraction atTop (𝓝 0) := by
  have hpos : ∀ n, (0 : ℝ) < singlets n := fun n => by exact_mod_cast singlets_pos n
  have hf : ∀ n, 0 < fraction n := fun n => by
    rw [fraction_eq, ← singlets_eq_catalan]
    exact div_pos (hpos n) (by positivity)
  have hlim : ∀ a b : ℝ, Tendsto (fun n : ℕ => a / ((n : ℝ) + b)) atTop (𝓝 0) := fun a b =>
    tendsto_const_nhds.div_atTop
      (tendsto_atTop_add_const_right _ b tendsto_natCast_atTop_atTop)
  have hr : ∀ n : ℕ, (singlets (n + 1) : ℝ) / singlets n = (4 * n + 2) / (n + 2) := by
    intro n
    have h : ((n : ℝ) + 2) * singlets (n + 1) = (4 * n + 2) * singlets n := by
      exact_mod_cast singlets_recurrence n
    rw [div_eq_div_iff (hpos n).ne' (by positivity)]
    linear_combination h
  refine ⟨hr, ?_, ?_, ?_⟩
  · -- the ratio is `4 - 6/(n + 2)`
    have h4 : Tendsto (fun n : ℕ => 4 - 6 / ((n : ℝ) + 2)) atTop (𝓝 (4 - 0)) :=
      tendsto_const_nhds.sub (hlim 6 2)
    rw [sub_zero] at h4
    refine h4.congr fun n => ?_
    have hn : (n : ℝ) + 2 ≠ 0 := by positivity
    rw [hr n, eq_div_iff hn, sub_mul, div_mul_cancel₀ _ hn]
    ring
  · refine strictAnti_nat_of_succ_lt fun n => ?_
    rw [fraction_succ]
    refine mul_lt_of_lt_one_right (hf n) ?_
    rw [div_lt_one (by positivity)]
    linarith
  · -- squeeze between `0` and `1/(n + 1)`
    refine squeeze_zero (fun n => (hf n).le) (fun n => ?_) (hlim 1 1)
    have hx : (0 : ℝ) ≤ n := Nat.cast_nonneg n
    have h1 := (fraction_bounds n).2
    rw [le_div_iff₀ (by positivity), mul_comm]
    generalize ((n : ℝ) + 1) * fraction n = b at h1 ⊢
    nlinarith [mul_nonneg (sq_nonneg b) hx, sq_nonneg (b - 1)]

end

end SingletCounting
```
```lean
#print axioms SingletCounting.singlet_growth_and_dilution
```

```
'SingletCounting.singlet_growth_and_dilution' depends on axioms: [propext, Classical.choice, Quot.sound]
```

## The Lean objects and the four claims

`branch N k` is $b(N,k)$, given by the four defining equations above. Its second argument is $k = 2S$, a natural number, which encodes half-integer spins and enforces $S \ge 0$. `singlets n` is `branch (2 * n) 0`, so `n` counts pairs of spins, and `n = 0` is the empty system with one path and a one-dimensional space. `sectorDim N u` is the number of $u$-element subsets of `Fin N`, a subset being the set of sites with spin up. `spaceDim N` is the complex dimension of the functions `(Fin N → Fin 2) → ℂ`, which assign an amplitude to each up/down configuration. `fraction n` is the real quotient of `singlets n` by `spaceDim (2 * n)`; the denominator is the full space with all values of $M$, not the $M = 0$ sector.

In `branch_ballot`, the hypothesis `2 * u = N + k` states $M = S$ and forces $N$ and $k$ to have the same parity; the opposite parity is not treated. The conclusion is written as a sum, `branch N k + sectorDim N (u + 1) = sectorDim N u`, which avoids truncated subtraction of natural numbers. It includes $k > N$, where all three terms are zero.

The theorem `singlet_growth_and_dilution` has no hypotheses and joins four claims. For every natural number $n$ the real quotient $c_{n+1}/c_n$ equals $(4n+2)/(n+2)$. This quotient tends to 4, where `Tendsto` with `atTop (𝓝 4)` is the ordinary limit $n \to \infty$. `StrictAnti fraction` means $f_n < f_m$ whenever $m < n$. Finally $f_n \to 0$. The link to Catalan numbers is carried by `singlets_eq_catalan` and `fraction_eq`, and the rate by `fraction_bounds`, in squared form without roots.

The physics enters through the definition of `branch`, which stands for the angular-momentum addition rule for a spin $S$ and a spin one half. No spin operator appears in the file: $\hat S^2$ is not diagonalised, no eigenfunction is constructed, and `sectorDim` is defined as a count of subsets; that this number is also the dimension of the subspace with $M = u - N/2$ is not stated in the file. That $c_n$ is the dimension of the $S = 0$ eigenspace rests on the standard coupling theory and is assumed here, not verified by the kernel. Spatial orbitals, antisymmetry and energies play no part.

## How the tactics follow the derivation

`branch_ballot` first proves `key`, the formula with `N.choose u` in place of the subset count, by induction on `N` for all `k` and `u` together, because the step calls the hypothesis at other labels. The facts `p1` and `p2` are the two uses of Pascal's rule. In the singlet case, `i1` is the hypothesis at label 1 and `s` is the spin-flip symmetry from `Nat.choose_symm_half`. In the other case, `i1` and `i2` are the hypothesis at `k` and `k + 2`. The telescoping is linear in the binomials, and `omega` performs it. `Finset.card_powersetCard` then identifies subset counts with binomials.

`singlets_eq_catalan` takes the ballot formula at $N = 2n$, $k = 0$, $u = n$ as `h1` and the relation $(n+1)\binom{2n}{n+1} = n\binom{2n}{n}$ as `h2`. The combination `((n : ℤ) + 1) * h1 - h2` is $(n+1)c_n = \binom{2n}{n}$; Mathlib's `succ_mul_catalan_eq_centralBinom` gives the same equation for `catalan n`, and the factor $n+1$ is cancelled. `singlets_pos` observes that $c_n = 0$ would make the central binomial coefficient vanish, so the ratio never divides by zero. `singlets_recurrence` combines the Catalan identity at $n$ and $n+1$ with `Nat.succ_mul_centralBinom_succ`, again cancelling $n+1$.

`fraction_eq` computes the dimension as $2^{2n} = 4^n$. `fraction_succ` clears denominators, after which the goal is the recurrence multiplied by $2 \cdot 4^n$. In `fraction_bounds`, `e` is $a_{n+1} = f_n(2n+1)/2$, and the two `nlinarith` calls receive $f_n^2 \ge 0$ and $n f_n^2 \ge 0$, the signs of the two increments computed above.

In the final theorem, `hlim` is the limit $a/(n+b) \to 0$ for fixed reals $a$ and $b$, and `hr` is the cross-multiplied recurrence. The limit 4 uses `hlim 6 2` on $4 - 6/(n+2)$. Strict decrease is reduced by `strictAnti_nat_of_succ_lt` to consecutive terms, where $2n+1 < 2n+4$ decides it. The last goal applies `squeeze_zero` between $0$ and $1/(n+1)$ with `hlim 1 1`. There `generalize` names $a_n$ as `b`; the hint $n a_n^2 \ge 0$ turns the upper bound into $a_n^2 \le 1$, and $(a_n - 1)^2 \ge 0$ gives $2a_n \le a_n^2 + 1 \le 2$.
